# Inverse iteration near the Rayleigh quotient can turn a mostly ground-state vector into the first excited state

## Levels, weights and the shifted iterate

The Hamiltonian is a real diagonal matrix \(H=\mathrm{diag}(E_j)\) on a finite set of basis states \(e_j\). For a real vector \(v\neq 0\) with amplitudes \(v_j\), define the Rayleigh quotient and the weight of state \(k\) by

\[
\rho(v)=\frac{v\cdot Hv}{v\cdot v},\qquad w_k(v)=\frac{v_k^2}{v\cdot v}.
\]

The vector \(v\) need not be normalized. One step of inverse iteration with shift \(s\) solves \((H-s)x=v\) and returns \(\hat x=x/\sqrt{x\cdot x}\). We write \(\operatorname{sgn}(d)=d/|d|\) for \(d\neq0\). States are counted from 0, so \(e_0\) is the ground state of the example and \(e_1\) its first excited state.

## A mean energy that lands on the wrong level

Take levels 0, 1, 10 and \(v=(9,1,3)\), which is \((9,1,3)/\sqrt{91}\) when normalized. The weights are \(81/91\), \(1/91\) and \(9/91\), so the ground state dominates. The mean energy is nevertheless

\[
\rho(v)=\frac{81\cdot 0+1\cdot 1+9\cdot 10}{91}=1,
\]

because the small admixture of the high level raises it to the first excited level. The matrix \(H-\rho(v)\) is therefore singular. With the shift \(1+d\), \(\hat x\) tends to \(-e_1\) as \(d\) decreases to 0, and to \(+e_1\) as \(d\) increases to 0.

For eigensolvers in electronic structure, this three-level diagonal model shows that a large overlap with the ground state does not ensure that a shift near the Rayleigh quotient leads to that state.

## The limit for a general set of levels

Let \(E_k\) be nondegenerate and \(v_k\neq0\), and put \(s=E_k+d\). For small nonzero \(d\) the shift meets no level, and

\[
x_j=\frac{v_j}{E_j-E_k-d},\qquad x_k=-\frac{v_k}{d}.
\]

Multiplying by \(d\) removes the divergence:

\[
d\,x_k=-v_k,\qquad d\,x_j=\frac{d\,v_j}{E_j-E_k-d}\to0\quad(j\neq k).
\]

So \(d\,x\to -v_k e_k\), which is not zero. Normalization is continuous there, and normalizing \(d\,x\) gives \(\operatorname{sgn}(d)\,\hat x\). Hence

\[
\operatorname{sgn}(d)\,\hat x\to-\operatorname{sgn}(v_k)\,e_k .
\]

In the example \(v_1=1\), which gives the two one-sided limits.

With a single level, \(\hat x=-\operatorname{sgn}(d)\operatorname{sgn}(v_0)\,e_0\) holds at every nonzero \(d\), without a limit.

The condition \(v_k\neq0\) is needed. For the same three levels, \((3,0,1)\) also has Rayleigh quotient 1, but its solution is \(x=(-3/(1+d),\,0,\,1/(9-d))\). This has no component along \(e_1\) for any small nonzero \(d\), so \(\hat x\) cannot approach \(\pm e_1\).

## How large the weight can be at a given mean energy

Let \(M\) be an upper bound on all levels, with \(E_k<M\). Since every term below is nonnegative,

\[
M-\rho(v)=\sum_j (M-E_j)\,w_j(v)\ \ge\ (M-E_k)\,w_k(v),
\]

and so \(w_k\le (M-\rho)/(M-E_k)\). For levels 0, 1, 10 and \(\rho=1\), the choice \(M=10\) bounds the ground-state weight by \(9/10\). The vector \((3,0,1)\), normalized \((3,0,1)/\sqrt{10}\), attains this value.

## The statements in Lean

The finite type `n` labels the basis states, `E : n → ℝ` lists the levels, and `diagonal E` is the Hamiltonian. The basis state \(e_k\) is `Pi.single k 1`. The definitions `rayleigh`, `weight` and `unitVector` use the dot product `⬝ᵥ`, and `inverseIterate` uses the matrix inverse of \(H-s\).

In `inverseIterate_tendsto`, `hE` says that level `k` is nondegenerate and `hv` that it is present in `v`. The filter `𝓝[≠] 0` lets \(d\) tend to 0 while excluding \(d=0\), where Lean's inverse of the singular matrix would be the zero matrix. In `rayleigh_shift_selects_excited_state`, `𝓝[>] 0` and `𝓝[<] 0` are the limits from above and below.

The theorems on inverse iteration concern one step with a prescribed shift. They do not treat repeated steps with updated shifts, rounding errors or Hamiltonians that are not diagonal in the chosen basis.

```lean
import Mathlib

open Matrix Filter Topology

namespace RayleighShiftWrongState

noncomputable section

variable {n : Type*} [Fintype n] [DecidableEq n]

/-- The Rayleigh quotient of a real matrix `H` in a nonzero vector `v`. -/
def rayleigh (H : Matrix n n ℝ) (v : n → ℝ) : ℝ := (v ⬝ᵥ (H *ᵥ v)) / (v ⬝ᵥ v)

/-- The weight of the basis state `k` in a nonzero vector `v`. -/
def weight (k : n) (v : n → ℝ) : ℝ := v k ^ 2 / (v ⬝ᵥ v)

/-- A nonzero vector `v` divided by its Euclidean length. -/
def unitVector (v : n → ℝ) : n → ℝ := (√(v ⬝ᵥ v))⁻¹ • v

/-- One normalized step of inverse iteration with shift `s`, for `H - s` invertible
and `v` nonzero. -/
def inverseIterate (H : Matrix n n ℝ) (s : ℝ) (v : n → ℝ) : n → ℝ :=
  unitVector ((H - s • (1 : Matrix n n ℝ))⁻¹ *ᵥ v)

omit [Fintype n] in
/-- Shifting a diagonal Hamiltonian subtracts the shift from every level. -/
theorem shifted_diagonal (E : n → ℝ) (s : ℝ) :
    diagonal E - s • (1 : Matrix n n ℝ) = diagonal (fun j => E j - s) := by
  ext i j
  by_cases hij : i = j <;> simp [hij]

/-- The shifted diagonal Hamiltonian is singular exactly when the shift equals a level. -/
theorem singular_iff (E : n → ℝ) (s : ℝ) :
    (diagonal E - s • (1 : Matrix n n ℝ)).det = 0 ↔ ∃ j, E j = s := by
  rw [shifted_diagonal, Matrix.det_diagonal, Finset.prod_eq_zero_iff]
  simp [sub_eq_zero]

/-- If the shift equals no level, the inverse of the shifted diagonal Hamiltonian divides each
amplitude by its level minus the shift. -/
theorem resolvent_apply (E : n → ℝ) (s : ℝ) (v : n → ℝ) (h : ∀ j, E j ≠ s) :
    (diagonal E - s • (1 : Matrix n n ℝ))⁻¹ *ᵥ v = fun j => v j / (E j - s) := by
  have hinv : (diagonal (fun j => E j - s))⁻¹ = diagonal (fun j => (E j - s)⁻¹) := by
    apply Matrix.inv_eq_right_inv
    rw [Matrix.diagonal_mul_diagonal, ← Matrix.diagonal_one]
    congr 1
    funext j
    exact mul_inv_cancel₀ (sub_ne_zero.2 (h j))
  rw [shifted_diagonal, hinv]
  funext j
  rw [Matrix.mulVec_diagonal]
  ring

omit [DecidableEq n] in
/-- Rescaling a nonzero vector by a nonzero real number changes its normalized form only by the sign
of that number. -/
theorem unitVector_smul (c : ℝ) (u : n → ℝ) :
    unitVector (c • u) = (c / |c|) • unitVector u := by
  have h : (c • u) ⬝ᵥ (c • u) = c ^ 2 * (u ⬝ᵥ u) := by
    rw [smul_dotProduct, dotProduct_smul, smul_eq_mul, smul_eq_mul]
    ring
  unfold unitVector
  rw [h, Real.sqrt_mul (sq_nonneg c), Real.sqrt_sq_eq_abs, mul_inv, smul_smul, smul_smul]
  congr 1
  ring

/-- Let level `k` be nondegenerate and present in `v`. As the nonzero offset `d` of the shift
from this level tends to 0, the normalized inverse iterate times the sign of `d` tends to
the basis state `k` times minus the sign of `v k`. -/
theorem inverseIterate_tendsto (E v : n → ℝ) (k : n)
    (hE : ∀ j, j ≠ k → E j ≠ E k) (hv : v k ≠ 0) :
    Tendsto (fun d : ℝ => (d / |d|) • inverseIterate (diagonal E) (E k + d) v)
      (𝓝[≠] 0) (𝓝 ((-(v k / |v k|)) • (Pi.single k 1 : n → ℝ))) := by
  -- the iterate before normalization, multiplied by `d`, has a finite limit
  have hu : Tendsto (fun (d : ℝ) (j : n) =>
      if j = k then -v k else d * v j / (E j - E k - d))
      (𝓝[≠] 0) (𝓝 ((-v k) • (Pi.single k 1 : n → ℝ))) := by
    refine tendsto_pi_nhds.2 fun j => ?_
    by_cases hj : j = k
    · simp [hj]
    · have hc : ContinuousAt (fun d : ℝ => d * v j / (E j - E k - d)) 0 := by
        apply ContinuousAt.div (by fun_prop) (by fun_prop)
        simpa [sub_eq_zero] using hE j hj
      have ht := hc.tendsto.mono_left (nhdsWithin_le_nhds (s := {0}ᶜ))
      simpa [hj] using ht
  -- normalization is continuous at this nonzero limit
  have hx : ((-v k) • (Pi.single k 1 : n → ℝ)) ⬝ᵥ ((-v k) • (Pi.single k 1 : n → ℝ))
      = v k ^ 2 := by
    simp [pow_two]
  have hn : ContinuousAt (unitVector (n := n)) ((-v k) • (Pi.single k 1 : n → ℝ)) := by
    have hs : Continuous (fun w : n → ℝ => √(w ⬝ᵥ w)) := by
      simp only [dotProduct]
      fun_prop
    refine ContinuousAt.smul (hs.continuousAt.inv₀ ?_) continuousAt_id
    rw [hx, Real.sqrt_sq_eq_abs]
    exact abs_ne_zero.2 hv
  have hlim : unitVector ((-v k) • (Pi.single k 1 : n → ℝ))
      = (-(v k / |v k|)) • (Pi.single k 1 : n → ℝ) := by
    have h1 : unitVector (Pi.single k 1 : n → ℝ) = Pi.single k 1 := by
      simp [unitVector]
    rw [unitVector_smul, h1, abs_neg, neg_div]
  -- close to level `k`, but not on it, the shift meets no level
  have hev : ∀ᶠ d : ℝ in 𝓝[≠] 0, ∀ j, E j ≠ E k + d := by
    refine Filter.eventually_all.2 fun j => ?_
    by_cases hj : j = k
    · filter_upwards [self_mem_nhdsWithin] with d hd h
      have hd0 : d ≠ 0 := hd
      rw [hj] at h
      exact hd0 (by linarith)
    · have hc : ContinuousAt (fun d : ℝ => E k + d) 0 := by fun_prop
      have hne := hc.eventually_ne (y := E j) (by simpa using (hE j hj).symm)
      filter_upwards [nhdsWithin_le_nhds hne] with d hd
      exact hd.symm
  rw [← hlim]
  refine (hn.tendsto.comp hu).congr' ?_
  filter_upwards [hev, self_mem_nhdsWithin] with d hd hd'
  have hd0 : d ≠ 0 := hd'
  rw [inverseIterate, ← unitVector_smul, resolvent_apply E _ v hd, Function.comp_apply]
  congr 1
  funext j
  by_cases hj : j = k
  · simp only [hj, if_true, Pi.smul_apply, smul_eq_mul]
    rw [show E k - (E k + d) = -d by ring]
    field_simp
  · simp only [if_neg hj, Pi.smul_apply, smul_eq_mul]
    rw [show E j - (E k + d) = E j - E k - d by ring]
    ring

/-- The three energy levels 0, 1 and 10. -/
def levels : Fin 3 → ℝ := ![0, 1, 10]

/-- The trial vector (9, 1, 3). -/
def trial : Fin 3 → ℝ := ![9, 1, 3]

/-- For the levels 0, 1, 10 the trial vector (9, 1, 3) has ground-state weight 81/91 and
Rayleigh quotient 1, and the Hamiltonian shifted by this quotient is singular. With shift
`1 + d` the normalized inverse iterate tends to minus the first excited state as `d` tends
to 0 from above, and to plus that state from below. -/
theorem rayleigh_shift_selects_excited_state :
    weight 0 trial = 81 / 91 ∧ rayleigh (diagonal levels) trial = 1 ∧
    (diagonal levels - rayleigh (diagonal levels) trial • (1 : Matrix (Fin 3) (Fin 3) ℝ)).det
      = 0 ∧
    Tendsto (fun d : ℝ => inverseIterate (diagonal levels) (1 + d) trial)
      (𝓝[>] 0) (𝓝 (-(Pi.single 1 1 : Fin 3 → ℝ))) ∧
    Tendsto (fun d : ℝ => inverseIterate (diagonal levels) (1 + d) trial)
      (𝓝[<] 0) (𝓝 (Pi.single 1 1 : Fin 3 → ℝ)) := by
  have hr : rayleigh (diagonal levels) trial = 1 := by
    simp [rayleigh, levels, trial, dotProduct, Matrix.mulVec_diagonal, Fin.sum_univ_three]
    norm_num
  have hl : levels 1 = 1 := by simp [levels]
  have ht : trial 1 = 1 := by simp [trial]
  have h := inverseIterate_tendsto levels trial 1
    (by intro j hj; fin_cases j <;> simp [levels] at hj ⊢) (by rw [ht]; exact one_ne_zero)
  rw [hl, ht] at h
  simp only [abs_one, div_one, neg_smul, one_smul] at h
  refine ⟨?_, hr, ?_, ?_, ?_⟩
  · simp [weight, trial, dotProduct, Fin.sum_univ_three]
    norm_num
  · rw [hr]
    exact (singular_iff levels 1).2 ⟨1, hl⟩
  · refine (h.mono_left (nhdsWithin_mono _ fun d (hd : 0 < d) => hd.ne')).congr' ?_
    filter_upwards [self_mem_nhdsWithin] with d hd
    have hd' : 0 < d := hd
    rw [abs_of_pos hd', div_self hd'.ne', one_smul]
  · have h' := (h.mono_left (nhdsWithin_mono _ fun d (hd : d < 0) => hd.ne)).neg
    rw [neg_neg] at h'
    refine h'.congr' ?_
    filter_upwards [self_mem_nhdsWithin] with d hd
    have hd' : d < 0 := hd
    rw [abs_of_neg hd', div_neg, div_self hd'.ne, neg_smul, one_smul, neg_neg]

/-- If no level exceeds `M` and level `k` lies below `M`, the weight of state `k` in a nonzero
vector is at most `M` minus the Rayleigh quotient, divided by `M` minus level `k`. -/
theorem weight_le (E v : n → ℝ) (k : n) (M : ℝ) (hM : ∀ j, E j ≤ M) (hk : E k < M)
    (hv : v ≠ 0) : weight k v ≤ (M - rayleigh (diagonal E) v) / (M - E k) := by
  have hN : 0 < v ⬝ᵥ v :=
    lt_of_le_of_ne (Finset.sum_nonneg fun j _ => mul_self_nonneg (v j))
      (Ne.symm (mt dotProduct_self_eq_zero.1 hv))
  -- one term of the sum of `(M - E j) * v j ^ 2` is at most the whole sum
  have hsum : ∑ j, (M - E j) * v j ^ 2 = M * (v ⬝ᵥ v) - v ⬝ᵥ (diagonal E *ᵥ v) := by
    simp only [dotProduct, Matrix.mulVec_diagonal]
    rw [Finset.mul_sum, ← Finset.sum_sub_distrib]
    exact Finset.sum_congr rfl fun j _ => by ring
  have hone : (M - E k) * v k ^ 2 ≤ ∑ j, (M - E j) * v j ^ 2 :=
    Finset.single_le_sum (f := fun j => (M - E j) * v j ^ 2)
      (fun j _ => mul_nonneg (sub_nonneg.2 (hM j)) (sq_nonneg _)) (Finset.mem_univ k)
  rw [hsum] at hone
  have hq : M - rayleigh (diagonal E) v
      = (M * (v ⬝ᵥ v) - v ⬝ᵥ (diagonal E *ᵥ v)) / (v ⬝ᵥ v) := by
    rw [rayleigh, sub_div, mul_div_cancel_right₀ _ hN.ne']
  rw [le_div_iff₀ (sub_pos.2 hk), hq, weight, div_mul_eq_mul_div]
  exact (div_le_div_iff_of_pos_right hN).2 (by linarith)

/-- For the levels 0, 1, 10 the vector (3, 0, 1) has Rayleigh quotient 1 and ground-state
weight 9/10, which equals the bound of `weight_le` with `M = 10`. -/
theorem weight_bound_attained :
    rayleigh (diagonal levels) ![3, 0, 1] = 1 ∧
    weight 0 (![3, 0, 1] : Fin 3 → ℝ) = 9 / 10 ∧
    (10 - rayleigh (diagonal levels) ![3, 0, 1]) / (10 - levels 0) = 9 / 10 := by
  have hr : rayleigh (diagonal levels) ![3, 0, 1] = 1 := by
    simp [rayleigh, levels, dotProduct, Matrix.mulVec_diagonal, Fin.sum_univ_three]
    norm_num
  refine ⟨hr, ?_, ?_⟩
  · simp [weight, dotProduct, Fin.sum_univ_three]
    norm_num
  · rw [hr]
    norm_num [levels]

end

end RayleighShiftWrongState
```

```lean
#print axioms RayleighShiftWrongState.rayleigh_shift_selects_excited_state
#print axioms RayleighShiftWrongState.weight_le
#print axioms RayleighShiftWrongState.weight_bound_attained
```

```
'RayleighShiftWrongState.rayleigh_shift_selects_excited_state' depends on axioms: [propext, Classical.choice, Quot.sound]
'RayleighShiftWrongState.weight_le' depends on axioms: [propext, Classical.choice, Quot.sound]
'RayleighShiftWrongState.weight_bound_attained' depends on axioms: [propext, Classical.choice, Quot.sound]
```

## From the resolvent to the two one-sided limits

`shifted_diagonal` writes \(H-s\) as a diagonal matrix. Its determinant is the product of the detunings \(E_j-s\), and `singular_iff` reads off when this vanishes. `resolvent_apply` checks that the reciprocal detunings form a right inverse, which gives the formula for \(x_j\). `unitVector_smul` shows that a nonzero scalar factor survives normalization only as its sign.

The proof of `inverseIterate_tendsto` combines these as in the derivation:

- `hu` is the limit of \(d\,x\), taken component by component. For \(j\neq k\) it uses continuity of the quotient at \(d=0\), where nondegeneracy keeps the denominator nonzero.
- `hn` is continuity of normalization at \(-v_k e_k\). The squared length there is \(v_k^2\) by `hx`, and `hv` makes it nonzero.
- `hlim` evaluates the normalized limit.
- `hev` says that near \(d=0\), but not at it, the shift meets no level.

The final `congr'` step replaces the normalized explicit expression for \(d\,x\) by \(\operatorname{sgn}(d)\,\hat x\), which is allowed because the two agree for all \(d\) singled out by `hev`.

For the three-level theorem, the weight and the Rayleigh quotient are computed exactly, and `singular_iff` gives the zero determinant. The general limit is then restricted to each side of 0 by `mono_left`. There \(d/|d|\) is \(1\) or \(-1\), and in the second case both sides are negated.

In `weight_le`, `hsum` expands the sum of \((M-E_j)v_j^2\), and `hone` keeps one of its nonnegative terms by `Finset.single_le_sum`. Dividing by \(v\cdot v>0\) and \(M-E_k>0\) gives the bound. `weight_bound_attained` evaluates both sides for \((3,0,1)\).
